# In a gapped half-filled alternant Hückel model, substitution has no first-order site preference

Substitution here means changing the site term of one atom with all hopping held fixed. Take two sites with hopping 1 and two electrons. A site term $h$ on the first atom gives levels $h/2\pm\sqrt{1+h^2/4}$. Doubly filling the upper one gives $F(h)=h+\sqrt{4+h^2}$, so $F(h)-h$ is even in $h$ and smallest at $h=0$. For $h=3/2$, $F(h)=4$ and $F(-h)=1$; both $4-3/2$ and $1+3/2$ equal $5/2$, above $F(0)=2$.

Energies are binding energies in units of $|\beta|$ relative to $\alpha$, so the largest eigenvalues are filled.

In Lean 4 with Mathlib:

```lean
import Mathlib

open Matrix
open scoped Topology

namespace AlternantSubstitution

variable {ι : Type*} [Fintype ι] [DecidableEq ι]
```

For a real symmetric $H$ on the finite site set `ι`, order the eigenvalues as $\lambda_0\ge\lambda_1\ge\dots$ and sum those with index below $n$.

```lean
/-- The sum of the `n` largest eigenvalues of a real symmetric matrix, counted with
multiplicity. -/
noncomputable def occupiedSum {H : Matrix ι ι ℝ} (hH : H.IsHermitian) (n : ℕ) : ℝ :=
  ∑ i : Fin (Fintype.card ι) with i.val < n, hH.eigenvalues₀ i
```

With hopping matrix $A$ and site terms $d_r$, set $F(d)=2\sum_{i<n}\lambda_i(A+\mathrm{diag}\,d)$. A positive $d_r$ stands for a more electronegative atom.

```lean
/-- The pi binding energy `F(d)`: twice the sum of the `n` largest eigenvalues of the
hopping matrix `A` with site terms `d` added on its diagonal. -/
noncomputable def piEnergy {A : Matrix ι ι ℝ} (hA : A.IsHermitian) (n : ℕ) (d : ι → ℝ) : ℝ :=
  2 * occupiedSum (hA.add (isHermitian_diagonal d)) n
```

The colouring `c` marks the sublattices, of any sizes. $A_{rs}=0$ for equal colours, including $r=s$.

```lean
/-- The hopping matrix vanishes within both sublattices, which are the two colours of `c`. -/
def IsAlternant (A : Matrix ι ι ℝ) (c : ι → Bool) : Prop :=
  ∀ r s, c r = c s → A r s = 0
```

A closed-shell state is a projector $P$ with $P^T=P$, $P^2=P$ and $\mathrm{tr}\,P=n$. Site $r$ carries $2P_{rr}$ electrons.

```lean
/-- `P` is the orthogonal projector onto `n` filled real orbitals. -/
structure IsFilling (P : Matrix ι ι ℝ) (n : ℕ) : Prop where
  symm : Pᵀ = P
  idem : P * P = P
  trace_eq : P.trace = n
```

If $UU^T=1$, then $(U^TPU)^2=U^TP^2U=U^TPU$, and the trace is unchanged.

```lean
/-- An orthogonal change of basis turns a projector onto `n` orbitals into another one. -/
theorem IsFilling.conj {P U : Matrix ι ι ℝ} {n : ℕ} (hP : IsFilling P n) (hU : U * Uᵀ = 1) :
    IsFilling (Uᵀ * P * U) n where
  symm := by simp [Matrix.transpose_mul, hP.symm, Matrix.mul_assoc]
  idem := by
    calc Uᵀ * P * U * (Uᵀ * P * U) = Uᵀ * P * (U * Uᵀ) * P * U := by
          simp only [Matrix.mul_assoc]
      _ = Uᵀ * (P * P) * U := by rw [hU, mul_one]; simp only [Matrix.mul_assoc]
      _ = _ := by rw [hP.idem]
  trace_eq := by rw [trace_mul_comm, ← Matrix.mul_assoc, hU, one_mul, hP.trace_eq]
```

## Filling the highest levels

Let levels $x_i$ have occupations $0\le w_i\le1$ with total $|s|$, and let $m=\sum_{i\in s}(1-w_i)=\sum_{j\notin s}w_j$. Choose $\mu$ with $x_i\ge\mu+g$ in $s$ and $x_j\le\mu$ outside. Then
$$\sum_{i\in s}x_i-\sum_i w_ix_i=\sum_{i\in s}(1-w_i)x_i-\sum_{j\notin s}w_jx_j\ge(\mu+g)m-\mu m=gm.$$
The code checks this term by term with `nlinarith`.

```lean
/-- If the levels in `s` lie at least `g` above all others, occupations between 0 and 1 with
total `s.card` give at most the sum over `s`, less `g` times the occupation missing from `s`. -/
theorem filling_inequality (s : Finset ι) (x w : ι → ℝ) (g : ℝ)
    (gap : ∀ i ∈ s, ∀ j ∉ s, x j + g ≤ x i) (h0 : ∀ i, 0 ≤ w i) (h1 : ∀ i, w i ≤ 1)
    (hw : ∑ i, w i = s.card) :
    ∑ i, w i * x i + g * (s.card - ∑ i ∈ s, w i) ≤ ∑ i ∈ s, x i := by
  -- a Fermi level separating the two groups
  obtain ⟨μ, hi, hj⟩ : ∃ μ, (∀ i ∈ s, μ + g ≤ x i) ∧ ∀ j ∉ s, x j ≤ μ := by
    rcases s.eq_empty_or_nonempty with rfl | hs
    · exact ⟨∑ j, |x j|, by simp, fun j _ => (le_abs_self _).trans
        (Finset.single_le_sum (f := fun j => |x j|) (fun _ _ => abs_nonneg _)
          (Finset.mem_univ j))⟩
    · obtain ⟨a, ha, hmin⟩ := s.exists_min_image x hs
      exact ⟨x a - g, fun i h => by linarith [hmin i h], fun j h => by linarith [gap a ha j h]⟩
  have key : 0 ≤ ∑ i, ((if i ∈ s then x i else 0) - w i * x i
      - g * ((if i ∈ s then (1 : ℝ) else 0) - (if i ∈ s then w i else 0))
      - μ * ((if i ∈ s then (1 : ℝ) else 0) - w i)) := by
    refine Finset.sum_nonneg fun i _ => ?_
    by_cases h : i ∈ s
    · simp only [h, if_true]
      nlinarith [mul_nonneg (sub_nonneg.2 (h1 i)) (sub_nonneg.2 (hi i h))]
    · simp only [h, if_false]
      nlinarith [mul_nonneg (h0 i) (sub_nonneg.2 (hj i h))]
  simp only [Finset.sum_sub_distrib, ← Finset.mul_sum, Finset.sum_ite_mem, Finset.univ_inter,
    Finset.sum_const, nsmul_eq_mul, mul_one, hw] at key
  linarith
```

The top $n$ positions in the ordered spectrum correspond to a set $s$ of $n$ eigenvectors.

```lean
/-- If the `n` highest eigenvalues lie at least `g` above the rest, there is a set of `n`
eigenvector labels whose eigenvalues have the sum `occupiedSum hH n` and lie at least `g` above all
the others. -/
theorem exists_occupied {H : Matrix ι ι ℝ} (hH : H.IsHermitian) {n : ℕ}
    (hn : n ≤ Fintype.card ι) {g : ℝ} (gap : ∀ i j : Fin (Fintype.card ι), i.val < n →
      n ≤ j.val → hH.eigenvalues₀ j + g ≤ hH.eigenvalues₀ i) :
    ∃ s : Finset ι, s.card = n ∧ ∑ i ∈ s, hH.eigenvalues i = occupiedSum hH n ∧
      ∀ i ∈ s, ∀ j ∉ s, hH.eigenvalues j + g ≤ hH.eigenvalues i := by
  let e : Fin (Fintype.card ι) ≃ ι := Fintype.equivOfCardEq (Fintype.card_fin _)
  have he : ∀ i, hH.eigenvalues i = hH.eigenvalues₀ (e.symm i) := fun _ => rfl
  refine ⟨(Finset.univ.filter fun k : Fin (Fintype.card ι) => k.val < n).map e.toEmbedding,
    ?_, ?_, ?_⟩
  · have hr : (Finset.range (Fintype.card ι)).filter (fun k => k < n) = Finset.range n := by
      ext k
      simp only [Finset.mem_filter, Finset.mem_range]
      omega
    rw [Finset.card_map, Finset.card_filter,
      Fin.sum_univ_eq_sum_range (fun k => if k < n then 1 else 0), ← Finset.card_filter, hr,
      Finset.card_range]
  · rw [Finset.sum_map]
    simp [he, occupiedSum]
  · intro i hi j hj
    simp only [Finset.mem_map_equiv, Finset.mem_filter, Finset.mem_univ, true_and] at hi hj
    exact gap _ _ hi (not_lt.mp hj)
```

Write $H=U\,\mathrm{diag}(\lambda)\,U^T$ and $Q=U^TPU$. Then $\mathrm{tr}\,PH=\sum_iQ_{ii}\lambda_i$, and $Q_{ii}=\sum_jQ_{ij}^2\ge Q_{ii}^2$ puts each occupation in $[0,1]$. If $P_0$ projects onto $s$, then $\mathrm{tr}\,PP_0=\sum_{i\in s}Q_{ii}$, and the filling inequality gives
$$\mathrm{tr}\,PH+g(n-\mathrm{tr}\,PP_0)\le\sum_{i<n}\lambda_i,$$
with equality at $P=P_0$.

```lean
/-- Ky Fan's principle with a gap: if the `n` highest levels lie at least `g` above the rest,
some projector `P₀` attains their sum, and any other `P` falls short by at least
`g (n - tr P P₀)`. -/
theorem ky_fan_gap {H : Matrix ι ι ℝ} (hH : H.IsHermitian) {n : ℕ}
    (hn : n ≤ Fintype.card ι) {g : ℝ} (gap : ∀ i j : Fin (Fintype.card ι), i.val < n →
      n ≤ j.val → hH.eigenvalues₀ j + g ≤ hH.eigenvalues₀ i) :
    ∃ P₀, IsFilling P₀ n ∧ (P₀ * H).trace = occupiedSum hH n ∧ ∀ P, IsFilling P n →
      (P * H).trace + g * (n - (P * P₀).trace) ≤ occupiedSum hH n := by
  obtain ⟨s, hs, hsum, hgap⟩ := exists_occupied hH hn gap
  obtain ⟨U, hU, hD⟩ : ∃ U : Matrix ι ι ℝ, Uᵀ * U = 1 ∧
      H = U * diagonal hH.eigenvalues * Uᵀ := by
    refine ⟨hH.eigenvectorUnitary, ?_, ?_⟩
    · exact Unitary.coe_star_mul_self hH.eigenvectorUnitary
    · have h := hH.spectral_theorem
      rw [Unitary.conjStarAlgAut_apply] at h
      exact h
  have hU' : U * Uᵀ = 1 := mul_eq_one_comm.mp hU
  have tr : ∀ (P : Matrix ι ι ℝ) (d : ι → ℝ),
      (P * (U * diagonal d * Uᵀ)).trace = ∑ i, (Uᵀ * P * U) i i * d i := by
    intro P d
    calc _ = ((P * U * diagonal d) * Uᵀ).trace := by simp only [Matrix.mul_assoc]
      _ = (Uᵀ * P * U * diagonal d).trace := by
          rw [trace_mul_comm]; simp only [Matrix.mul_assoc]
      _ = _ := by simp only [Matrix.trace, Matrix.diag_apply, Matrix.mul_diagonal]
  have e1 : ∀ P : Matrix ι ι ℝ, (P * H).trace = ∑ i, (Uᵀ * P * U) i i * hH.eigenvalues i :=
    fun P => (congrArg (fun M => (P * M).trace) hD).trans (tr P _)
  let o : ι → ℝ := fun i => if i ∈ s then 1 else 0
  have hN : IsFilling (diagonal o) n := by
    refine ⟨diagonal_transpose _, ?_, by simp [Matrix.trace_diagonal, o, hs]⟩
    rw [diagonal_mul_diagonal]
    congr 1
    funext i
    by_cases h : i ∈ s <;> simp [o, h]
  have hP₀ : IsFilling (U * diagonal o * Uᵀ) n := hN.conj (U := Uᵀ) hU
  refine ⟨_, hP₀, ?_, fun P hP => ?_⟩
  · have h : Uᵀ * (U * diagonal o * Uᵀ) * U = diagonal o := by
      calc _ = (Uᵀ * U) * diagonal o * (Uᵀ * U) := by simp only [Matrix.mul_assoc]
        _ = _ := by rw [hU, one_mul, mul_one]
    rw [e1, h, ← hsum]
    simp [o]
  · -- occupations of the eigenvectors lie between 0 and 1
    obtain ⟨hQt, hQ2, hQtr⟩ := hP.conj hU'
    have h1 := e1 P
    have h2 := tr P o
    generalize Uᵀ * P * U = Q at h1 h2 hQt hQ2 hQtr
    have hd : ∀ i, Q i i = ∑ j, Q i j ^ 2 := by
      intro i
      calc Q i i = (Q * Q) i i := by rw [hQ2]
        _ = _ := by
          rw [Matrix.mul_apply]
          refine Finset.sum_congr rfl fun j _ => ?_
          have h : Q j i = Q i j := congrFun (congrFun hQt i) j
          rw [h, sq]
    have hsq : ∀ i, Q i i ^ 2 ≤ Q i i := fun i => by
      have h : Q i i ^ 2 ≤ ∑ j, Q i j ^ 2 := Finset.single_le_sum
        (f := fun j => Q i j ^ 2) (fun _ _ => sq_nonneg _) (Finset.mem_univ i)
      linarith [hd i]
    have hb := filling_inequality s hH.eigenvalues (fun i => Q i i) g hgap
      (fun i => (sq_nonneg _).trans (hsq i)) (fun i => by nlinarith [hsq i])
      (by rw [hs]; exact hQtr)
    have h3 : ∑ i, Q i i * o i = ∑ i ∈ s, Q i i := by simp [o]
    rw [hs, hsum] at hb
    rw [h1, h2, h3]
    exact hb
```

The ordering always permits $g=0$, so for $n$ at most the number of sites, $F(d)=\max_P 2\left(\mathrm{tr}\,PA+\sum_rP_{rr}d_r\right)$ over projectors $P$ of trace $n$.

```lean
/-- For at most as many filled orbitals as sites, `F(d)` is the maximum of
`2 (tr PA + ∑ P_rr d_r)` over projectors `P` onto `n` orbitals. -/
theorem piEnergy_variational {A : Matrix ι ι ℝ} (hA : A.IsHermitian) {n : ℕ}
    (hn : n ≤ Fintype.card ι) (d : ι → ℝ) :
    (∃ P, IsFilling P n ∧ 2 * ((P * A).trace + ∑ i, P i i * d i) = piEnergy hA n d) ∧
    ∀ P, IsFilling P n → 2 * ((P * A).trace + ∑ i, P i i * d i) ≤ piEnergy hA n d := by
  have ht : ∀ P : Matrix ι ι ℝ,
      (P * (A + diagonal d)).trace = (P * A).trace + ∑ i, P i i * d i := by
    intro P
    rw [Matrix.mul_add, Matrix.trace_add]
    simp only [Matrix.trace, Matrix.diag_apply, Matrix.mul_diagonal]
  have hH := hA.add (isHermitian_diagonal d)
  obtain ⟨P₀, h0, hE, hmax⟩ := ky_fan_gap hH hn (g := 0) (fun i j hi hj => by
    rw [add_zero]
    exact hH.eigenvalues₀_antitone (Fin.le_def.2 (by omega)))
  refine ⟨⟨P₀, h0, ?_⟩, fun P hP => ?_⟩
  · rw [← ht, hE]; rfl
  · have h := hmax P hP
    rw [zero_mul, add_zero, ht] at h
    exact mul_le_mul_of_nonneg_left h (by norm_num)
```

## Exchanging electrons and holes

Let $S$ be diagonal, $+1$ on one sublattice and $-1$ on the other, so $SAS=-A$. On $2n$ sites, $P'=1-SPS$ is again a projector of trace $n$. Since $\mathrm{tr}\,A=0$, $\mathrm{tr}\,P'A=-\mathrm{tr}(P\,SAS)=\mathrm{tr}\,PA$, while $P'_{rr}=1-P_{rr}$.

```lean
/-- In a half-filled alternant system every projector `P` has a partner with the same hopping
energy and with site occupations `1 - P_rr`. -/
theorem hole_partner {A P : Matrix ι ι ℝ} {c : ι → Bool} (hc : IsAlternant A c) {n : ℕ}
    (hcard : Fintype.card ι = 2 * n) (hP : IsFilling P n) :
    ∃ P', IsFilling P' n ∧ (P' * A).trace = (P * A).trace ∧ ∀ i, P' i i = 1 - P i i := by
  -- change the sign of every orbital coefficient on one sublattice
  let σ : ι → ℝ := fun i => if c i then 1 else -1
  have hσ : ∀ i, σ i * σ i = 1 := fun i => by cases h : c i <;> simp [σ, h]
  have hS : diagonal σ * (diagonal σ)ᵀ = 1 := by
    rw [diagonal_transpose, diagonal_mul_diagonal, ← diagonal_one]
    exact congrArg diagonal (funext hσ)
  have hSA : diagonal σ * A * diagonal σ = -A := by
    ext i j
    rw [Matrix.mul_diagonal, Matrix.diagonal_mul, Matrix.neg_apply]
    have h := hc i j
    cases hi : c i <;> cases hj : c j <;> simp [σ, hi, hj] at h ⊢ <;> simp [h]
  have hQ := hP.conj hS
  rw [diagonal_transpose] at hQ
  have hA0 : A.trace = 0 := Finset.sum_eq_zero fun i _ => hc i i rfl
  refine ⟨1 - diagonal σ * P * diagonal σ, ⟨?_, ?_, ?_⟩, ?_, fun i => ?_⟩
  · rw [Matrix.transpose_sub, Matrix.transpose_one, hQ.symm]
  · simp only [sub_mul, mul_sub, one_mul, mul_one, hQ.idem]
    abel
  · rw [Matrix.trace_sub, Matrix.trace_one, hQ.trace_eq, hcard]
    push_cast
    ring
  · have h : (diagonal σ * P * diagonal σ * A).trace = -(P * A).trace := by
      calc _ = (diagonal σ * (P * diagonal σ * A)).trace := by simp only [Matrix.mul_assoc]
        _ = (P * (diagonal σ * A * diagonal σ)).trace := by
            rw [trace_mul_comm]; simp only [Matrix.mul_assoc]
        _ = _ := by rw [hSA, Matrix.mul_neg, Matrix.trace_neg]
    rw [sub_mul, one_mul, Matrix.trace_sub, h, hA0]
    ring
  · rw [Matrix.sub_apply, Matrix.one_apply_eq, Matrix.mul_diagonal, Matrix.diagonal_mul]
    linear_combination (-P i i) * hσ i
```

If $P$ is optimal for $d$, using $P'$ as a trial state for $-d$ gives
$$F(-d)\ge2\Big(\mathrm{tr}\,PA-\sum_r(1-P_{rr})d_r\Big)=F(d)-2\sum_rd_r.$$
This is `half`; exchanging $d$ and $-d$ gives equality. The optimum at $d=0$, tried for both signs, gives $F(d)+F(-d)\ge2F(0)$, hence $F(d)-\sum_r d_r\ge F(0)$. No gap is needed.

```lean
/-- For a half-filled alternant system, `F(d) - ∑ d = F(-d) + ∑ d`, and this common value is
at least `F(0)`. -/
theorem substitution_symmetry {A : Matrix ι ι ℝ} (hA : A.IsHermitian) {c : ι → Bool}
    (hc : IsAlternant A c) {n : ℕ} (hcard : Fintype.card ι = 2 * n) (d : ι → ℝ) :
    piEnergy hA n d - ∑ i, d i = piEnergy hA n (-d) + ∑ i, d i ∧
      piEnergy hA n 0 ≤ piEnergy hA n d - ∑ i, d i := by
  have hn : n ≤ Fintype.card ι := by omega
  have half : ∀ d : ι → ℝ, piEnergy hA n d - 2 * ∑ i, d i ≤ piEnergy hA n (-d) := by
    intro d
    obtain ⟨P, hP, hE⟩ := (piEnergy_variational hA hn d).1
    obtain ⟨P', hP', hT, hq⟩ := hole_partner hc hcard hP
    have h := (piEnergy_variational hA hn (-d)).2 P' hP'
    have hs : ∑ i, P' i i * (-d) i = ∑ i, P i i * d i - ∑ i, d i := by
      rw [← Finset.sum_sub_distrib]
      refine Finset.sum_congr rfl fun i _ => ?_
      rw [hq, Pi.neg_apply]
      ring
    rw [hT, hs] at h
    linarith
  have h1 := half d
  have h2 := half (-d)
  simp only [neg_neg, Pi.neg_apply, Finset.sum_neg_distrib] at h2
  -- the unperturbed optimum is a trial state for both signs of the perturbation
  obtain ⟨P, hP, hE⟩ := (piEnergy_variational hA hn 0).1
  have h3 := (piEnergy_variational hA hn d).2 P hP
  have h4 := (piEnergy_variational hA hn (-d)).2 P hP
  simp only [Pi.zero_apply, mul_zero, Finset.sum_const_zero] at hE
  simp only [Pi.neg_apply, mul_neg, Finset.sum_neg_distrib] at h4
  constructor <;> linarith
```

## A gap makes the response quadratic

For two projectors, keeping only diagonal elements gives
$$\sum_r(P_{rr}-Q_{rr})^2\le\mathrm{tr}(P-Q)^2=2(n-\mathrm{tr}\,PQ).$$

```lean
omit [DecidableEq ι] in
/-- The site occupations of two projectors onto `n` orbitals differ, in sum of squares, by at
most `2 (n - tr PQ)`. -/
theorem occupation_distance {P Q : Matrix ι ι ℝ} {n : ℕ} (hP : IsFilling P n)
    (hQ : IsFilling Q n) : ∑ i, (P i i - Q i i) ^ 2 ≤ 2 * (n - (P * Q).trace) := by
  have e : ((P - Q) * (P - Q)).trace = 2 * (n - (P * Q).trace) := by
    rw [sub_mul, mul_sub, mul_sub, hP.idem, hQ.idem]
    simp only [Matrix.trace_sub]
    rw [hP.trace_eq, hQ.trace_eq, trace_mul_comm Q P]
    ring
  rw [← e, Matrix.trace]
  refine Finset.sum_le_sum fun i _ => ?_
  rw [Matrix.diag_apply, Matrix.mul_apply]
  have h : ∀ j, (P - Q) i j * (P - Q) j i = (P i j - Q i j) ^ 2 := fun j => by
    have h1 : P j i = P i j := congrFun (congrFun hP.symm i) j
    have h2 : Q j i = Q i j := congrFun (congrFun hQ.symm i) j
    rw [Matrix.sub_apply, Matrix.sub_apply, h1, h2, sq]
  simp only [h]
  exact Finset.single_le_sum (f := fun j => (P i j - Q i j) ^ 2)
    (fun _ _ => sq_nonneg _) (Finset.mem_univ i)
```

Assume that the filled levels of $A$ lie at least $g>0$ above the empty ones: a HOMO–LUMO gap. Let $P_0$ be optimal for $A$, $P$ optimal for $d$, and $\delta_r=P_{rr}-(P_0)_{rr}$. The Ky Fan bound with gap $g$ and the occupation bound just proved give $2\,\mathrm{tr}\,PA\le2\,\mathrm{tr}\,P_0A-g\sum_r\delta_r^2$, so
$$F(d)\le2\,\mathrm{tr}\,P_0A+2\sum_r(P_0)_{rr}d_r+\sum_r(2\delta_rd_r-g\delta_r^2).$$
Completing the square, $2\delta_rd_r-g\delta_r^2=d_r^2/g-(g\delta_r-d_r)^2/g\le d_r^2/g$. Averaging the bounds for $d$ and $-d$ cancels the linear term. Since $2\,\mathrm{tr}\,P_0A\le F(0)$, the symmetry gives $F(d)-\sum_rd_r\le F(0)+\sum_rd_r^2/g$.

```lean
/-- If a half-filled alternant system has a gap of at least `g > 0` between filled and empty
levels, then `F(d) - ∑ d` exceeds `F(0)` by at most `∑ d² / g`. -/
theorem substitution_quadratic {A : Matrix ι ι ℝ} (hA : A.IsHermitian) {c : ι → Bool}
    (hc : IsAlternant A c) {n : ℕ} (hcard : Fintype.card ι = 2 * n) {g : ℝ} (hg : 0 < g)
    (gap : ∀ i j : Fin (Fintype.card ι), i.val < n → n ≤ j.val →
      hA.eigenvalues₀ j + g ≤ hA.eigenvalues₀ i) (d : ι → ℝ) :
    piEnergy hA n d - ∑ i, d i ≤ piEnergy hA n 0 + (∑ i, d i ^ 2) / g := by
  have hn : n ≤ Fintype.card ι := by omega
  obtain ⟨P₀, h0, hE, hmax⟩ := ky_fan_gap hA hn gap
  have hF := (piEnergy_variational hA hn 0).2 P₀ h0
  simp only [Pi.zero_apply, mul_zero, Finset.sum_const_zero] at hF
  have up : ∀ d : ι → ℝ, piEnergy hA n d ≤
      2 * (P₀ * A).trace + 2 * ∑ i, P₀ i i * d i + (∑ i, d i ^ 2) / g := by
    intro d
    obtain ⟨P, hP, hPE⟩ := (piEnergy_variational hA hn d).1
    have h1 := hmax P hP
    have h2 := mul_le_mul_of_nonneg_left (occupation_distance hP h0) hg.le
    -- complete the square at each site
    have h3 : ∑ i, (2 * (P i i * d i) - 2 * (P₀ i i * d i)) ≤
        ∑ i, (g * (P i i - P₀ i i) ^ 2 + d i ^ 2 / g) := by
      refine Finset.sum_le_sum fun i _ => ?_
      have h : g * (P i i - P₀ i i) ^ 2 + d i ^ 2 / g
          - (2 * (P i i * d i) - 2 * (P₀ i i * d i))
          = (g * (P i i - P₀ i i) - d i) ^ 2 / g := by
        field_simp
        ring
      have hp : 0 ≤ (g * (P i i - P₀ i i) - d i) ^ 2 / g := by positivity
      linarith
    simp only [Finset.sum_sub_distrib, Finset.sum_add_distrib, ← Finset.mul_sum,
      ← Finset.sum_div] at h3
    linarith
  have h1 := up d
  have h2 := up (-d)
  simp only [Pi.neg_apply, mul_neg, Finset.sum_neg_distrib, neg_sq] at h2
  linarith [(substitution_symmetry hA hc hcard d).1]
```

For a term $h$ on site $r$ alone, $h\le F(d)-F(0)\le h+h^2/g$. The derivative at $h=0$ is therefore 1 at every site, which `HasDerivAt` states. Without a positive gap this can fail: two uncoupled sites with $n=1$ have $F=2\max(h,0)$, which has a cusp.

```lean
/-- In a half-filled alternant system with a gap of at least `g > 0` between filled and empty
levels, the derivative of the pi energy with respect to a single site term, taken where all site
terms are zero, is 1 at every site `r`. -/
theorem no_first_order_site_preference {A : Matrix ι ι ℝ} (hA : A.IsHermitian) {c : ι → Bool}
    (hc : IsAlternant A c) {n : ℕ} (hcard : Fintype.card ι = 2 * n) {g : ℝ} (hg : 0 < g)
    (gap : ∀ i j : Fin (Fintype.card ι), i.val < n → n ≤ j.val →
      hA.eigenvalues₀ j + g ≤ hA.eigenvalues₀ i) (r : ι) :
    HasDerivAt (fun h : ℝ => piEnergy hA n (Pi.single r h)) 1 0 := by
  rw [hasDerivAt_iff_isLittleO]
  have hO : (fun h : ℝ => piEnergy hA n (Pi.single r h) - piEnergy hA n (Pi.single r 0)
      - (h - 0) • (1 : ℝ)) =O[𝓝 0] fun h : ℝ => h ^ 2 := by
    refine Asymptotics.IsBigO.of_bound (1 / g) (Filter.Eventually.of_forall fun h => ?_)
    have lo := (substitution_symmetry hA hc hcard (Pi.single r h)).2
    have hi := substitution_quadratic hA hc hcard hg gap (Pi.single r h)
    have s1 : ∑ i, (Pi.single r h : ι → ℝ) i = h := by simp [Pi.single_apply]
    have s2 : ∑ i, (Pi.single r h : ι → ℝ) i ^ 2 = h ^ 2 := by simp [Pi.single_apply, ite_pow]
    rw [s1] at lo
    rw [s1, s2] at hi
    have hp : 0 ≤ h ^ 2 / g := by positivity
    have hq : 1 / g * h ^ 2 = h ^ 2 / g := by ring
    rw [Real.norm_eq_abs, Real.norm_eq_abs, abs_of_nonneg (sq_nonneg h), hq, abs_le,
      Pi.single_zero, smul_eq_mul]
    constructor <;> linarith
  have hl := hO.trans_isLittleO (Asymptotics.isLittleO_pow_id one_lt_two)
  simpa using hl

end AlternantSubstitution
```

```lean
#print axioms AlternantSubstitution.no_first_order_site_preference
-- 'AlternantSubstitution.no_first_order_site_preference' depends on axioms: [propext, Classical.choice, Quot.sound]
```

## Comparing two substitution sites

In the simplest Hückel treatment of a substituted atom, one adds $h$ to one diagonal element, diagonalises, and doubly fills $n$ orbitals. For butadiene with unit hopping, $g=\sqrt5-1\approx1.236$. At $h=0.5$, the pi energies for terminal and for inner substitution both lie between $F(0)+0.5$ and $F(0)+0.5+0.25/g$, so they differ by at most about $0.20$. The bound is not sharp: diagonalising gives a difference of about $0.03$.

In this finite, non-interacting alternant model, with half filling and a gap, any site preference is thus of second or higher order in $h$. The model holds the hopping fixed and omits overlap and electron repulsion; a real heteroatom also changes its bonds.
